# For free fermions with a diagonal Hamiltonian, the thermal one-particle density matrix is diagonal with Fermi–Dirac occupations

For non-interacting fermions on a finite set of sites, the thermal one-particle density matrix is (1 + exp(β(H − μ)))⁻¹, where H is the one-particle Hamiltonian, β the inverse temperature and μ the chemical potential. The theorem `thermalDensity_diagonal` takes H diagonal with real site energies ε(x), and says that this matrix is diagonal too, with entries 1/(1 + exp(β(ε(x) − μ))). Here β and μ may be any real numbers. The proof first writes β(H − μ) as a diagonal matrix and computes its exponential entry by entry. It then checks that 1 + exp(β(H − μ)) times the claimed diagonal matrix is the identity, which identifies the inverse.

The first attempt, which Lean rejects:

```lean
import Mathlib

open Matrix
open scoped ComplexOrder

namespace ThermalDensityDiagonal

noncomputable section

variable {n : Type*} [Fintype n] [DecidableEq n]

/-- The one-particle Hamiltonian measured from the chemical potential `μ`, in units of the
temperature: `β (H - μ)`, with `β` the inverse temperature. -/
def reducedHamiltonian (β μ : ℝ) (H : Matrix n n ℂ) : Matrix n n ℂ :=
  (β : ℂ) • (H - (μ : ℂ) • (1 : Matrix n n ℂ))

/-- The thermal one-particle density matrix `(1 + exp (β (H - μ)))⁻¹` of free fermions,
for Hermitian `H`. -/
def thermalDensity (β μ : ℝ) (H : Matrix n n ℂ) : Matrix n n ℂ :=
  (1 + NormedSpace.exp (reducedHamiltonian β μ H))⁻¹

/-- For a diagonal Hamiltonian with real site energies `ε x`, the thermal density matrix is
diagonal and its entries are the Fermi-Dirac occupations. -/
theorem thermalDensity_diagonal (β μ : ℝ) (ε : n → ℝ) :
    thermalDensity β μ (diagonal fun x => (ε x : ℂ)) =
      diagonal fun x => ((1 / (1 + Real.exp (β * (ε x - μ))) : ℝ) : ℂ) := by
  have hA : reducedHamiltonian β μ (diagonal fun x => (ε x : ℂ)) =
      diagonal fun x => ((β * (ε x - μ) : ℝ) : ℂ) := by
    ext i j
    by_cases hij : i = j
    · subst hij
      simp [reducedHamiltonian]
    · simp [reducedHamiltonian, hij]
  have hE : NormedSpace.exp (diagonal fun x => ((β * (ε x - μ) : ℝ) : ℂ)) =
      diagonal fun x => ((Real.exp (β * (ε x - μ)) : ℝ) : ℂ) := by
    rw [Matrix.exp_diagonal]
    congr 1
    funext x
    rw [Pi.exp_apply, ← Complex.exp_eq_exp_ℂ, Complex.ofReal_exp]
  rw [thermalDensity, hA, hE]
  apply Matrix.inv_eq_right_inv
  rw [← diagonal_one, diagonal_add, diagonal_mul_diagonal]
  congr 1
  funext x
  have hpos : 0 < 1 + Real.exp (β * (ε x - μ)) := by positivity
  generalize Real.exp (β * (ε x - μ)) = e at hpos ⊢
  exact_mod_cast mul_one_div_cancel hpos.ne'

end

end ThermalDensityDiagonal
```

The error:

```
Main.lean:39:8: error(lean.unknownIdentifier): Unknown identifier `Pi.exp_apply`
```

What went wrong. The message says that Lean found no declaration for the name `Pi.exp_apply` where the proof used it. The name was meant to supply a step in `hE`. `Matrix.exp_diagonal` turns the exponential of a diagonal matrix into the diagonal matrix of the exponential of a function on sites. After `funext x`, the value of that exponential at `x` has to become the exponential of the function's value at `x`, a complex number.

The repair proves this fact locally as `hx`. Evaluation at `x` is a ring homomorphism, `Pi.evalRingHom`, and it is continuous by `continuous_apply x`. `NormedSpace.map_exp` says that such a map commutes with the exponential, which is what `hx` states. Rewriting with `hx` in place of the unknown name leaves the exponential of a complex number, and the two remaining rewrites, unchanged, finish `hE`. The added comment only describes the step.

After these edits no error is left:

```diff
@@ -34,8 +34,11 @@
   have hE : NormedSpace.exp (diagonal fun x => ((β * (ε x - μ) : ℝ) : ℂ)) =
       diagonal fun x => ((Real.exp (β * (ε x - μ)) : ℝ) : ℂ) := by
+    -- the exponential of a function on sites is taken site by site
+    have hx : ∀ (v : n → ℂ) (x : n), NormedSpace.exp v x = NormedSpace.exp (v x) :=
+      fun v x => NormedSpace.map_exp (Pi.evalRingHom (fun _ : n => ℂ) x) (continuous_apply x) v
     rw [Matrix.exp_diagonal]
     congr 1
     funext x
-    rw [Pi.exp_apply, ← Complex.exp_eq_exp_ℂ, Complex.ofReal_exp]
+    rw [hx, ← Complex.exp_eq_exp_ℂ, Complex.ofReal_exp]
   rw [thermalDensity, hA, hE]
   apply Matrix.inv_eq_right_inv
```
